# The averaged pair interaction of an Ising alloy with pair and triple terms is $J_{ij}+m\sum_k K_{ijk}$

In a disordered binary alloy, the effective pair interaction of two different sites $i$ and $j$ can be defined, in the normalisation used here, as the combination

$$J^{\rm eff}_{ij}=\tfrac14\big[E(++)+E(--)-E(+-)-E(-+)\big],$$

where $E(xy)$ is the mean energy with the species on $i$ and $j$ held at $x$ and $y$ while the other sites are occupied at random. The question is whether this number changes with composition when the volume is fixed.

Let $\sigma_k=+1$ for one species on site $k$ and $-1$ for the other. The energy is

$$E(\sigma)=\sum_S V(S)\prod_{k\in S}\sigma_k ,$$

with one fixed coefficient for each set $S$ of sites. $V(\{i\})$ is a field, the preference of site $i$ for one species. $V(\{i,j\})=J_{ij}$ couples two atoms, and $V(\{i,j,k\})=K_{ijk}$ says how that coupling shifts with the species on a third site. Keeping the coefficients fixed stands for keeping the lattice and its volume fixed.

Each pair and each triple is counted once. The sign is opposite to the common Ising form $-J\sigma_i\sigma_j$: here a positive $J_{ij}$ favours unlike neighbours. With occupation numbers $n=(1+\sigma)/2$ in place of spins, the coefficient of $n_in_j$ is $4\big(J_{ij}-\sum_{k\ne i,j}K_{ijk}\big)$ when no cluster has more than three sites, so it is four times $J_{ij}$ only if the triple sum vanishes.

If no cluster has more than three sites and the other spins are independent with mean $m$, then

$$J^{\rm eff}_{ij}(m)=J_{ij}+m\sum_{k\ne i,j}K_{ijk}.$$

For a concentration $c$ of the $+$ species, $m=2c-1$. The interaction therefore depends on composition at fixed volume whenever the triple sum is nonzero.

## Pair couplings taken from random supercells

A code can obtain $J^{\rm eff}_{ij}$ by filling a supercell at random, computing the total energy for the four occupations of $i$ and $j$ in the same cell, averaging over fillings and forming the combination above. Within the truncated Ising model, the result estimates $J_{ij}+m\sum_k K_{ijk}$ at the composition of the fillings. The coefficients are those of the supercell, periodic images included.

Suppose $J_{ij}=10$ meV and $\sum_k K_{ijk}=4$ meV. Fillings with $c=0.75$ give 12 meV, and fillings with $c=0.25$ give 8 meV. A Monte Carlo program that has only pair terms and uses the first value at the second composition carries a coupling that is 4 meV too large by this definition. A program that also keeps the triple terms, in the form $K_{ijk}\sigma_i\sigma_j\sigma_k$ used here, needs $J_{ij}$ itself, because $J^{\rm eff}_{ij}$ already contains their average.

## Only clusters containing both sites survive

Let site $k$ have mean $m_k$ and give its spin the weight $(1+m_k\sigma_k)/2$. Summed over $\sigma_k=\pm1$, the weight gives 1, and the weight times $\sigma_k$ gives $m_k$. The weights of independent sites multiply, so the sum over configurations factorises:

$$\Big\langle\prod_{k\in S}\sigma_k\Big\rangle=\prod_{k\in S}m_k .$$

Now hold $i$ at $x$ and $j$ at $y$. Let $a_S(x)=x$ if $i\in S$ and 1 otherwise, and let $b_S(y)=y$ if $j\in S$ and 1 otherwise. Taking the two held spins out of each cluster and averaging the rest gives

$$E(xy)=\sum_S V(S)\,a_S(x)\,b_S(y)\prod_{k\in S\setminus\{i,j\}}m_k .$$

In the four-energy combination, each cluster acquires the factor

$$\tfrac14\,[a_S(+)-a_S(-)]\,[b_S(+)-b_S(-)].$$

A bracket is 2 if its site belongs to $S$ and 0 if it does not. The factor is therefore 1 for clusters that contain both sites and 0 for all others:

$$J^{\rm eff}_{ij}=\sum_{S\ni i,j}V(S)\prod_{k\in S\setminus\{i,j\}}m_k .$$

With at most three sites per cluster, $S$ is either $\{i,j\}$, which contributes $J_{ij}$, or $\{i,j,k\}$, which contributes $m_kK_{ijk}$. Setting every $m_k=m$ gives the stated formula. For two mean spins $m$ and $m'$,

$$J^{\rm eff}_{ij}(m)-J^{\rm eff}_{ij}(m')=(m-m')\sum_{k\ne i,j}K_{ijk},$$

so for $m\ne m'$ the interactions agree exactly when the triple sum is zero. Three sites with a single triple term $K$ and no pair term have $J^{\rm eff}=mK$.

## The Lean source

```lean
import Mathlib

open Finset

namespace AlloyPairInteraction

noncomputable section

variable {ι : Type*} [Fintype ι] [DecidableEq ι]

/-- The Ising spin of a site: `+1` for one atomic species and `-1` for the other. -/
def spin : Bool → ℝ
  | true => 1
  | false => -1

/-- The weight of a spin value for a site of mean spin `m`; it is a probability
when `-1 ≤ m ≤ 1`. -/
def weight (m : ℝ) (b : Bool) : ℝ := (1 + m * spin b) / 2

/-- The average of `f` over independent spins, site `k` having mean `m k`. -/
def average (m : ι → ℝ) (f : (ι → Bool) → ℝ) : ℝ :=
  ∑ σ : ι → Bool, (∏ k, weight (m k) (σ k)) * f σ

/-- The Ising energy with one fixed coefficient `V S` for each set `S` of sites:
fields for single sites, `J` for pairs, `K` for triples, and so on. -/
def energy (V : Finset ι → ℝ) (σ : ι → Bool) : ℝ :=
  ∑ S : Finset ι, V S * ∏ k ∈ S, spin (σ k)

/-- The configuration `σ` with site `i` set to `x` and then site `j` set to `y`. -/
def pin (σ : ι → Bool) (i j : ι) (x y : Bool) : ι → Bool :=
  Function.update (Function.update σ i x) j y

/-- The mean energy with sites `i` and `j` held at `x` and `y` and all other spins
independent. -/
def pinnedEnergy (V : Finset ι → ℝ) (m : ι → ℝ) (i j : ι) (x y : Bool) : ℝ :=
  average m (fun σ => energy V (pin σ i j x y))

/-- The effective pair interaction `(E(++) + E(--) - E(+-) - E(-+)) / 4` formed from
the mean energies with two sites held fixed. -/
def pairInteraction (V : Finset ι → ℝ) (m : ι → ℝ) (i j : ι) : ℝ :=
  (pinnedEnergy V m i j true true + pinnedEnergy V m i j false false
    - pinnedEnergy V m i j true false - pinnedEnergy V m i j false true) / 4

/-- For independent spins, the average of a product over distinct sites is the product
of the mean spins. -/
theorem average_cluster (m : ι → ℝ) (S : Finset ι) :
    average m (fun σ => ∏ k ∈ S, spin (σ k)) = ∏ k ∈ S, m k := by
  let g : ι → Bool → ℝ := fun k b => weight (m k) b * (if k ∈ S then spin b else 1)
  have h : ∀ σ : ι → Bool,
      (∏ k, weight (m k) (σ k)) * ∏ k ∈ S, spin (σ k) = ∏ k, g k (σ k) := by
    intro σ
    simp only [g]
    rw [Finset.prod_mul_distrib, Finset.prod_ite_mem, Finset.univ_inter]
  -- the sum over configurations factorises into one sum per site
  have e : ∑ σ : ι → Bool, ∏ k, g k (σ k) = ∏ k, ∑ b, g k b := by
    rw [Finset.prod_univ_sum, Fintype.piFinset_univ]
  have hs : ∀ k, ∑ b, g k b = if k ∈ S then m k else 1 := by
    intro k
    rw [Fintype.sum_bool]
    by_cases hk : k ∈ S <;> simp only [g, hk, if_true, if_false, weight, spin] <;> ring
  unfold average
  rw [Finset.sum_congr rfl (fun σ _ => h σ), e, Finset.prod_congr rfl (fun k _ => hs k),
    Finset.prod_ite_mem, Finset.univ_inter]

omit [Fintype ι] in
/-- Holding two different sites fixed takes their spins out of a cluster product as
separate factors. -/
theorem pin_cluster {i j : ι} (hij : i ≠ j) (σ : ι → Bool) (x y : Bool) (S : Finset ι) :
    ∏ k ∈ S, spin (pin σ i j x y k) =
      (if i ∈ S then spin x else 1) * (if j ∈ S then spin y else 1) *
        ∏ k ∈ (S.erase i).erase j, spin (σ k) := by
  have split : ∀ (T : Finset ι) (a : ι) (f : ι → ℝ),
      ∏ k ∈ T, f k = (if a ∈ T then f a else 1) * ∏ k ∈ T.erase a, f k := by
    intro T a f
    split_ifs with h
    · exact (Finset.mul_prod_erase T f h).symm
    · rw [Finset.erase_eq_of_notMem h, one_mul]
  have rest : ∏ k ∈ (S.erase i).erase j, spin (pin σ i j x y k) =
      ∏ k ∈ (S.erase i).erase j, spin (σ k) := by
    refine Finset.prod_congr rfl fun k hk => ?_
    simp only [Finset.mem_erase] at hk
    rw [pin, Function.update_of_ne hk.1, Function.update_of_ne hk.2.1]
  have hpi : pin σ i j x y i = x := by simp [pin, hij]
  have hpj : pin σ i j x y j = y := by simp [pin]
  have hm : j ∈ S.erase i ↔ j ∈ S := by simp [hij.symm]
  have h1 := split S i (fun k => spin (pin σ i j x y k))
  have h2 := split (S.erase i) j (fun k => spin (pin σ i j x y k))
  simp only [hpi] at h1
  simp only [hm, hpj, rest] at h2
  rw [h1, h2, mul_assoc]

/-- For two different sites, the effective pair interaction collects every cluster that
contains both, weighted by the mean spins of its remaining sites. -/
theorem pairInteraction_eq_sum (V : Finset ι → ℝ) (m : ι → ℝ) {i j : ι} (hij : i ≠ j) :
    pairInteraction V m i j =
      ∑ S ∈ univ.filter (fun S : Finset ι => i ∈ S ∧ j ∈ S),
        V S * ∏ k ∈ (S.erase i).erase j, m k := by
  have hp : ∀ x y, pinnedEnergy V m i j x y = ∑ S : Finset ι, V S *
      ((if i ∈ S then spin x else 1) * (if j ∈ S then spin y else 1) *
        ∏ k ∈ (S.erase i).erase j, m k) := by
    intro x y
    simp only [pinnedEnergy, average, energy, pin_cluster hij, Finset.mul_sum]
    rw [Finset.sum_comm]
    refine Finset.sum_congr rfl fun S _ => ?_
    rw [← average_cluster m ((S.erase i).erase j)]
    simp only [average, Finset.mul_sum]
    exact Finset.sum_congr rfl fun σ _ => by ring
  unfold pairInteraction
  rw [hp, hp, hp, hp, Finset.sum_filter, ← Finset.sum_add_distrib,
    ← Finset.sum_sub_distrib, ← Finset.sum_sub_distrib, Finset.sum_div]
  refine Finset.sum_congr rfl fun S _ => ?_
  -- a cluster missing either site cancels between the four energies
  by_cases hi : i ∈ S <;> by_cases hj : j ∈ S <;>
    simp only [hi, hj, spin, if_true, if_false, and_self, and_true, and_false] <;> ring

/-- With no clusters beyond triples, the interaction of two different sites is their pair
coefficient plus each triple coefficient times the mean spin of the third site. -/
theorem pairInteraction_triples {V : Finset ι → ℝ} (hV : ∀ S, 3 < S.card → V S = 0)
    (m : ι → ℝ) {i j : ι} (hij : i ≠ j) :
    pairInteraction V m i j = V {i, j} + ∑ k ∈ univ \ {i, j}, m k * V {i, j, k} := by
  rw [pairInteraction_eq_sum V m hij]
  have hsub : insert {i, j} ((univ \ {i, j}).image (fun k => ({i, j, k} : Finset ι))) ⊆
      univ.filter (fun S : Finset ι => i ∈ S ∧ j ∈ S) := by
    intro S hS
    simp only [Finset.mem_insert, Finset.mem_image] at hS
    rcases hS with rfl | ⟨k, _, rfl⟩ <;> simp
  -- every other cluster containing both sites has more than three sites
  rw [← Finset.sum_subset hsub, Finset.sum_insert, Finset.sum_image]
  · have e0 : (({i, j} : Finset ι).erase i).erase j = ∅ := by
      ext x
      simp only [Finset.mem_erase, Finset.mem_insert, Finset.mem_singleton,
        Finset.notMem_empty]
      tauto
    rw [e0, Finset.prod_empty, mul_one]
    congr 1
    refine Finset.sum_congr rfl fun k hk => ?_
    have hk' := (Finset.mem_sdiff.1 hk).2
    simp only [Finset.mem_insert, Finset.mem_singleton, not_or] at hk'
    have e1 : (({i, j, k} : Finset ι).erase i).erase j = {k} := by
      ext x
      simp only [Finset.mem_erase, Finset.mem_insert, Finset.mem_singleton]
      constructor
      · tauto
      · intro hx
        rw [hx]
        exact ⟨hk'.2, hk'.1, Or.inr (Or.inr rfl)⟩
    rw [e1, Finset.prod_singleton, mul_comm]
  · intro k hk l _ h
    have hk' : k ∉ ({i, j} : Finset ι) := (Finset.mem_sdiff.1 (Finset.mem_coe.1 hk)).2
    have h' : ({i, j, k} : Finset ι) = {i, j, l} := h
    have hmem : k ∈ ({i, j, l} : Finset ι) := by rw [← h']; simp
    simp only [Finset.mem_insert, Finset.mem_singleton] at hmem hk'
    tauto
  · intro h
    obtain ⟨k, hk, he⟩ := Finset.mem_image.1 h
    have hmem : k ∈ ({i, j, k} : Finset ι) := by simp
    rw [he] at hmem
    exact (Finset.mem_sdiff.1 hk).2 hmem
  · intro S hS hn
    obtain ⟨hi, hj⟩ := (Finset.mem_filter.1 hS).2
    have hj' : j ∈ S.erase i := Finset.mem_erase.2 ⟨hij.symm, hj⟩
    have hins : insert i (insert j ((S.erase i).erase j)) = S := by
      rw [Finset.insert_erase hj', Finset.insert_erase hi]
    rw [hV S, zero_mul]
    by_contra hc
    have hR : ((S.erase i).erase j).card ≤ 1 := by
      rw [Finset.card_erase_of_mem hj', Finset.card_erase_of_mem hi]
      omega
    apply hn
    rcases ((S.erase i).erase j).eq_empty_or_nonempty with h0 | ⟨k, hk⟩
    · rw [h0] at hins
      rw [← hins]
      simp
    · have h1 : (S.erase i).erase j = {k} := Finset.eq_singleton_iff_unique_mem.2
        ⟨hk, fun x hx => Finset.card_le_one.1 hR x hx k hk⟩
      rw [h1] at hins
      simp only [Finset.mem_erase] at hk
      exact Finset.mem_insert_of_mem
        (Finset.mem_image.2 ⟨k, by simp [hk.1, hk.2.1], hins⟩)

/-- With fixed coefficients, no clusters beyond triples and a common mean spin `m`, the
interaction of two different sites is `J_ij + m ∑ₖ K_ijk`, with `k` over the other sites. -/
theorem pairInteraction_composition {V : Finset ι → ℝ}
    (hV : ∀ S, 3 < S.card → V S = 0) (m : ℝ) {i j : ι} (hij : i ≠ j) :
    pairInteraction V (fun _ => m) i j =
      V {i, j} + m * ∑ k ∈ univ \ {i, j}, V {i, j, k} := by
  rw [pairInteraction_triples hV _ hij, Finset.mul_sum]

/-- With no clusters beyond triples, two different mean spins give the same interaction
of two different sites exactly when the triple coefficients containing both sum to zero. -/
theorem pairInteraction_eq_iff {V : Finset ι → ℝ} (hV : ∀ S, 3 < S.card → V S = 0)
    {m m' : ℝ} (hm : m ≠ m') {i j : ι} (hij : i ≠ j) :
    pairInteraction V (fun _ => m) i j = pairInteraction V (fun _ => m') i j ↔
      ∑ k ∈ univ \ {i, j}, V {i, j, k} = 0 := by
  rw [pairInteraction_composition hV m hij, pairInteraction_composition hV m' hij]
  constructor
  · intro h
    have h0 : (m - m') * ∑ k ∈ univ \ {i, j}, V {i, j, k} = 0 := by
      linear_combination h
    exact (mul_eq_zero.1 h0).resolve_left (sub_ne_zero.2 hm)
  · intro h
    rw [h, mul_zero, mul_zero]

/-- Coefficients on three sites with a single triple term `K` and nothing else. -/
def tripletOnly (K : ℝ) (S : Finset (Fin 3)) : ℝ := if S = univ then K else 0

/-- Three sites coupled only by a triple term `K` have the effective pair interaction
`m K` between the first two sites when the mean spin is `m`. -/
theorem pairInteraction_tripletOnly (K m : ℝ) :
    pairInteraction (tripletOnly K) (fun _ => m) 0 1 = m * K := by
  have hV : ∀ S, 3 < S.card → tripletOnly K S = 0 := by
    intro S hS
    have h := Finset.card_le_univ S
    rw [Fintype.card_fin] at h
    omega
  have h01 : (0 : Fin 3) ≠ 1 := by decide
  have h1 : (univ : Finset (Fin 3)) \ {0, 1} = {2} := by decide
  have h2 : ({0, 1} : Finset (Fin 3)) ≠ univ := by decide
  have h3 : ({0, 1, 2} : Finset (Fin 3)) = univ := by decide
  rw [pairInteraction_composition hV m h01, h1, Finset.sum_singleton, tripletOnly,
    tripletOnly, if_neg h2, if_pos h3, zero_add]

end

end AlloyPairInteraction
```

```lean
#print axioms AlloyPairInteraction.pairInteraction_eq_iff
#print axioms AlloyPairInteraction.pairInteraction_tripletOnly
```

```
'AlloyPairInteraction.pairInteraction_eq_iff' depends on axioms: [propext, Classical.choice, Quot.sound]
'AlloyPairInteraction.pairInteraction_tripletOnly' depends on axioms: [propext, Classical.choice, Quot.sound]
```

## How the Lean objects express the alloy

The finite type `ι` is the set of sites, and a configuration is a function `σ : ι → Bool`, which `spin` turns into $\pm1$. The coefficients are `V : Finset ι → ℝ`. Since `{i, j}` and `{j, i}` are the same set, $J$ and $K$ are symmetric without further assumption.

`pin` overwrites the two chosen spins. `average` still sums over all sites, but the weights of the overwritten ones sum to 1, so `pinnedEnergy` is the average over the others.

`pairInteraction_composition` is the formula for a common mean. Its hypothesis `hV` says that coefficients of sets with more than three sites vanish, and `hij` says that the two sites differ. The sum over `univ \ {i, j}` runs over the third sites; with only two sites it is empty and the interaction is $J_{ij}$. `pairInteraction_eq_iff` uses the same `V` at both mean spins, which is where the fixed coefficients matter.

## From single clusters to the triple formula

`average_cluster` is the factorisation. It absorbs weight and spin into one function per site, and `Finset.prod_univ_sum` turns the sum over configurations into a product of two-term sums. `pin_cluster` takes the held spins out of a cluster, one site at a time.

`pairInteraction_eq_sum` combines these two lemmas into the expression for $E(xy)$, called `hp`. It then splits into cases according to whether $i$ and $j$ belong to $S$, and `ring` evaluates the factor in each case.

`pairInteraction_triples` uses `Finset.sum_subset` to replace the clusters containing both sites by an explicit list: the pair, and one triple for each third site. The remaining goals show that different third sites give different triples, that the pair is not one of them, and that any cluster missing from the list has more than three sites. A common mean then factors out of the sum. The equivalence follows because a product with the nonzero factor $m-m'$ vanishes only if the triple sum does. `pairInteraction_tripletOnly` applies the formula to three sites.

## Truncation, independence and the real alloy

The theorems are identities for a finite set of sites and hold for every real $m$; the weights are probabilities only for $-1\le m\le1$. `pairInteraction_eq_sum` needs no truncation and allows a different mean on each site.

The truncated formula can fail once four-site clusters are allowed. Take four sites whose only nonzero coefficient is $L$, on the set of all four. The general sum gives $J^{\rm eff}_{ij}=m^2L$, whereas $J_{ij}+m\sum_kK_{ijk}=0$. The two differ for every $m\ne0$.

Independence is built into `average`. A short calculation beyond the checked statements shows that, with nothing above triples, correlations among the other spins would leave the formula intact as long as their joint distribution is the same for all four occupations of $i$ and $j$ and each of them has mean $m$. With larger clusters, correlations generally matter.

The step left to the physics is that the total energy of the actual alloy at the chosen volume equals such an Ising energy, with the same coefficients at every composition. Atomic relaxation at fixed volume can bring in larger clusters, and a change of volume with composition can change the coefficients themselves. For electronic-structure work, the result identifies one source of composition-dependent pair interactions that requires no volume change, within a finite Ising model truncated at triples.
